# The eigenvalue −V of the symmetric three-beam matrix is degenerate exactly when U² = V(d + V)

Take the beams $0$, $g$, $2g$ of a systematic row, with $2g$ at its Bragg position, and number their amplitudes $w_0, w_1, w_2$. Let $U$ couple neighbouring beams, let $V$ couple the two outer beams, and let $d$ be the diagonal offset of the middle beam, all real and in the same units. In the high-energy approximation, with all other beams neglected, the Bloch waves are given by the eigenvectors of

$$M=\begin{pmatrix}0&U&V\\U&d&U\\V&U&0\end{pmatrix}.$$

I was taught that $(1,0,-1)$ is always an eigenvector with eigenvalue $-V$, and that a second Bloch wave joins it at the critical voltage, where $U^2=V(d+V)$. Does this hold for all real $U,V,d$, including vanishing couplings? I would like to see a rigorous argument and a machine-checked proof.

## Reduction to the outer sum and the middle amplitude

Yes, it holds without exceptions. Put $E=-V$ in $Mw=Ew$. The three rows are

$$Uw_1+Vw_2=-Vw_0,\qquad Uw_0+dw_1+Uw_2=-Vw_1,\qquad Vw_0+Uw_1=-Vw_2.$$

The first and third are the same equation. With $s=w_0+w_2$ and $y=w_1$, what remains is

$$Vs+Uy=0,\qquad Us+(d+V)y=0.$$

The vector $(1,0,-1)$, normalised $(1,0,-1)/\sqrt2$, has $s=y=0$ and always solves them.

**Off the condition.** Let $D=V(d+V)-U^2\neq0$. Multiplying the first equation by $d+V$ and subtracting $U$ times the second gives $Ds=0$. Taking $V$ times the second minus $U$ times the first gives $Dy=0$. Hence $s=y=0$, so $w=w_0(1,0,-1)$ and the eigenspace is a line.

**On the condition.** Try $(U,-2V,U)$, for which $s=2U$ and $y=-2V$. The first equation reads $2UV-2UV=0$, and the second reads $2U^2-2V(d+V)=0$, which is the condition itself. This vector is nonzero unless $U=V=0$, and in that case $(1,0,1)$ serves instead. When $U$ and $V$ are not both zero, the normalised vector is $(U,-2V,U)/\sqrt{2U^2+4V^2}$. A nonzero symmetric vector is not a multiple of $(1,0,-1)$, so the dimension is at least two. It is three only for the zero matrix.

The same symmetry factors the secular determinant. The antisymmetric combination contributes $-V-E$. In the basis $(1,0,1)/\sqrt2$, $(0,1,0)$ the symmetric block is $\begin{pmatrix}V&\sqrt2\,U\\\sqrt2\,U&d\end{pmatrix}$, so

$$\det(M-E)=-(E+V)\big[(E-V)(E-d)-2U^2\big].$$

To bring in the voltage, write $U=\gamma u$ and $V=\gamma v$, where $\gamma$ is the relativistic mass factor and $d$ is held fixed. This is the scaling in which the entries of $M$ are squared wave numbers: for an incident wave vector $K$ in the crystal, $d=|K|^2-|K+g|^2$, which equals $|g|^2$ at every voltage when $2g$ is at its Bragg position. The condition becomes $\gamma^2u^2=\gamma v(d+\gamma v)$. For $\gamma\ne0$ and $u^2\neq v^2$ this is $\gamma=vd/(u^2-v^2)$.

## The Lean file

```lean
import Mathlib

open Matrix

namespace ThreeBeamCriticalVoltage

noncomputable section

/-- The three-beam matrix of a systematic row: `U` couples neighbouring beams, `V` couples the
two outer beams, and `d` is the diagonal offset of the middle beam. -/
def threeBeam (U V d : ℝ) : Matrix (Fin 3) (Fin 3) ℝ :=
  !![0, U, V; U, d, U; V, U, 0]

/-- The space of beam amplitudes satisfying the eigenvalue equation of the three-beam matrix
with eigenvalue `-V`. -/
abbrev branchSpace (U V d : ℝ) : Submodule ℝ (Fin 3 → ℝ) :=
  Module.End.eigenspace (Matrix.toLin' (threeBeam U V d)) (-V)

/-- The action of the three-beam matrix on the beam amplitudes, written out. -/
theorem threeBeam_mulVec (U V d : ℝ) (w : Fin 3 → ℝ) :
    threeBeam U V d *ᵥ w =
      ![U * w 1 + V * w 2, U * w 0 + d * w 1 + U * w 2, V * w 0 + U * w 1] := by
  ext i
  fin_cases i <;> simp [threeBeam, Matrix.mulVec, dotProduct, Fin.sum_univ_three]

/-- The eigenvalue equation at `-V` amounts to two linear equations for the sum of the outer
amplitudes and the middle amplitude. -/
theorem mem_branchSpace_iff (U V d : ℝ) (w : Fin 3 → ℝ) :
    w ∈ branchSpace U V d ↔
      V * (w 0 + w 2) + U * w 1 = 0 ∧ U * (w 0 + w 2) + (d + V) * w 1 = 0 := by
  rw [Module.End.mem_eigenspace_iff, Matrix.toLin'_apply, threeBeam_mulVec]
  constructor
  · intro h
    have h0 : U * w 1 + V * w 2 = -V * w 0 := congrFun h 0
    have h1 : U * w 0 + d * w 1 + U * w 2 = -V * w 1 := congrFun h 1
    exact ⟨by linear_combination h0, by linear_combination h1⟩
  · rintro ⟨h0, h1⟩
    funext i
    fin_cases i
    · show U * w 1 + V * w 2 = -V * w 0
      linear_combination h0
    · show U * w 0 + d * w 1 + U * w 2 = -V * w 1
      linear_combination h1
    · show V * w 0 + U * w 1 = -V * w 2
      linear_combination h0

/-- For all couplings and offsets, the antisymmetric combination of the outer beams is an
eigenvector with eigenvalue `-V`. -/
theorem antisymmetric_eigenvector (U V d : ℝ) :
    Module.End.HasEigenvector (Matrix.toLin' (threeBeam U V d)) (-V) ![1, 0, -1] := by
  refine ⟨(mem_branchSpace_iff U V d _).2 (by constructor <;> simp), ?_⟩
  intro h
  have h0 : (1 : ℝ) = 0 := congrFun h 0
  exact one_ne_zero h0

/-- Away from `U² = V (d + V)`, the two equations for the outer sum `s` and the middle
amplitude `y` have only the zero solution. -/
theorem symmetric_part_eq_zero {U V d s y : ℝ} (hc : U ^ 2 ≠ V * (d + V))
    (h1 : V * s + U * y = 0) (h2 : U * s + (d + V) * y = 0) : s = 0 ∧ y = 0 := by
  have hD : V * (d + V) - U ^ 2 ≠ 0 := fun h => hc (by linarith)
  constructor
  · apply mul_left_cancel₀ hD
    linear_combination (d + V) * h1 - U * h2
  · apply mul_left_cancel₀ hD
    linear_combination V * h2 - U * h1

/-- An eigenvector with equal outer amplitudes and eigenvalue `-V` exists exactly when
`U² = V (d + V)`. -/
theorem symmetric_eigenvector_iff (U V d : ℝ) :
    (∃ p q : ℝ, Module.End.HasEigenvector (Matrix.toLin' (threeBeam U V d)) (-V) ![p, q, p])
      ↔ U ^ 2 = V * (d + V) := by
  constructor
  · rintro ⟨p, q, hm, hne⟩
    by_contra hc
    obtain ⟨h1, h2⟩ := (mem_branchSpace_iff U V d _).1 hm
    change V * (p + p) + U * q = 0 at h1
    change U * (p + p) + (d + V) * q = 0 at h2
    obtain ⟨hs, hq⟩ := symmetric_part_eq_zero hc h1 h2
    have hp : p = 0 := by linarith
    apply hne
    ext i
    fin_cases i <;> simp [hp, hq]
  · intro hc
    by_cases hUV : U = 0 ∧ V = 0
    · -- without couplings the outer beams are independent
      obtain ⟨rfl, rfl⟩ := hUV
      refine ⟨1, 0, (mem_branchSpace_iff _ _ _ _).2 (by constructor <;> simp), ?_⟩
      intro h
      have h0 : (1 : ℝ) = 0 := congrFun h 0
      exact one_ne_zero h0
    · refine ⟨U, -2 * V, (mem_branchSpace_iff _ _ _ _).2 ⟨?_, ?_⟩, ?_⟩
      · show V * (U + U) + U * (-2 * V) = 0
        ring
      · show U * (U + U) + (d + V) * (-2 * V) = 0
        linear_combination 2 * hc
      · intro h
        have h0 : U = 0 := congrFun h 0
        have h1 : -2 * V = 0 := congrFun h 1
        exact hUV ⟨h0, by linarith⟩

/-- **Critical-voltage condition.** The eigenspace of the three-beam matrix for the eigenvalue
`-V` has dimension at least two if and only if `U² = V (d + V)`. -/
theorem degenerate_iff_critical (U V d : ℝ) :
    2 ≤ Module.finrank ℝ (branchSpace U V d) ↔ U ^ 2 = V * (d + V) := by
  constructor
  · intro h
    by_contra hc
    -- off the condition every solution is a multiple of the antisymmetric one
    have hle : Module.finrank ℝ (branchSpace U V d) ≤ 1 := by
      refine finrank_le_one ⟨![1, 0, -1], (antisymmetric_eigenvector U V d).1⟩ ?_
      rintro ⟨w, hw⟩
      obtain ⟨h1, h2⟩ := (mem_branchSpace_iff U V d w).1 hw
      obtain ⟨hs, hy⟩ := symmetric_part_eq_zero hc h1 h2
      refine ⟨w 0, Subtype.ext ?_⟩
      funext i
      fin_cases i
      · show w 0 * 1 = w 0
        ring
      · show w 0 * 0 = w 1
        linear_combination -hy
      · show w 0 * (-1) = w 2
        linear_combination -hs
    omega
  · intro hc
    obtain ⟨p, q, hm, hne⟩ := (symmetric_eigenvector_iff U V d).2 hc
    by_contra hlt
    have hle : Module.finrank ℝ (branchSpace U V d) ≤ 1 := by omega
    -- a single line cannot contain both a nonzero symmetric and a nonzero antisymmetric vector
    obtain ⟨v, hv⟩ := finrank_le_one_iff.1 hle
    obtain ⟨c, hcv⟩ := hv ⟨![1, 0, -1], (antisymmetric_eigenvector U V d).1⟩
    obtain ⟨e, hev⟩ := hv ⟨![p, q, p], hm⟩
    have hcv' := congrArg Subtype.val hcv
    have hev' := congrArg Subtype.val hev
    have c0 : c * v.1 0 = 1 := congrFun hcv' 0
    have c1 : c * v.1 1 = 0 := congrFun hcv' 1
    have c2 : c * v.1 2 = -1 := congrFun hcv' 2
    have e0 : e * v.1 0 = p := congrFun hev' 0
    have e1 : e * v.1 1 = q := congrFun hev' 1
    have e2 : e * v.1 2 = p := congrFun hev' 2
    have hq : q = 0 := by
      linear_combination -q * c0 - c * v.1 0 * e1 + e * v.1 0 * c1
    have hp : p = 0 := by
      linear_combination -p * c0 - c * v.1 0 / 2 * (e0 + e2) + e * v.1 0 / 2 * (c0 + c2)
    apply hne
    ext i
    fin_cases i <;> simp [hp, hq]

/-- The secular determinant factors into a linear term with root `-V` and a quadratic term. -/
theorem secular_determinant (U V d E : ℝ) :
    (threeBeam U V d - E • (1 : Matrix (Fin 3) (Fin 3) ℝ)).det =
      -(E + V) * ((E - V) * (E - d) - 2 * U ^ 2) := by
  simp [threeBeam, Matrix.det_fin_three]
  ring

/-- If both couplings scale with the relativistic mass factor `γ` at fixed offset `d`, the
eigenspace for `-γ v` has dimension at least two exactly at `γ = v d / (u² - v²)`, provided `γ ≠ 0`
and `u² ≠ v²`. -/
theorem critical_mass_factor {γ u v : ℝ} (d : ℝ) (hγ : γ ≠ 0) (huv : u ^ 2 ≠ v ^ 2) :
    2 ≤ Module.finrank ℝ (branchSpace (γ * u) (γ * v) d) ↔
      γ = v * d / (u ^ 2 - v ^ 2) := by
  rw [degenerate_iff_critical, eq_div_iff (sub_ne_zero.2 huv)]
  constructor
  · intro h
    apply mul_left_cancel₀ hγ
    linear_combination h
  · intro h
    linear_combination γ * h

end

end ThreeBeamCriticalVoltage
```

```lean
#print axioms ThreeBeamCriticalVoltage.symmetric_eigenvector_iff
-- 'ThreeBeamCriticalVoltage.symmetric_eigenvector_iff' depends on axioms: [propext, Classical.choice, Quot.sound]
#print axioms ThreeBeamCriticalVoltage.secular_determinant
-- 'ThreeBeamCriticalVoltage.secular_determinant' depends on axioms: [propext, Classical.choice, Quot.sound]
#print axioms ThreeBeamCriticalVoltage.critical_mass_factor
-- 'ThreeBeamCriticalVoltage.critical_mass_factor' depends on axioms: [propext, Classical.choice, Quot.sound]
```

## What the theorems say about the crystal

`threeBeam U V d` is $M$, and the indices `0`, `1`, `2` of `Fin 3` are the beams $0$, $g$, $2g$. `branchSpace U V d` is the set of real amplitude vectors with $Mw=-Vw$, including zero. `antisymmetric_eigenvector` says that $(1,0,-1)$ is a nonzero member for every choice of parameters. `degenerate_iff_critical` says that the dimension of this space, `Module.finrank`, is at least two if and only if $U^2=V(d+V)$; it has no side conditions.

`critical_mass_factor` assumes $\gamma\neq0$, which every physical mass factor satisfies since $\gamma\ge1$, and $u^2\ne v^2$, which makes the quotient meaningful. The scaling of the couplings with $\gamma$ is put in by hand: it stands for the relativistic electron mass multiplying the crystal potential in the wave equation. The theorem does not say that the resulting $\gamma$ is at least 1, so a critical voltage need not exist for given $u,v,d$.

The entries are real and symmetric for a centrosymmetric crystal without absorption, with the origin at an inversion centre. Further beams are left out. The theorems concern the degeneracy of Bloch waves, not the contrast of the second-order reflection by which a critical voltage is observed.

## How the proof follows the algebra

`threeBeam_mulVec` writes out the three rows, and `mem_branchSpace_iff` reduces them to the two equations in $s$ and $y$. `symmetric_part_eq_zero` is the elimination with $D\ne0$: its two `linear_combination` lines carry the multipliers used above, and `mul_left_cancel₀` divides by $D$. `symmetric_eigenvector_iff` supplies the symmetric vector, with the case $U=V=0$ treated separately.

The main theorem then compares dimensions. Off the condition, every member is shown to be $w_0(1,0,-1)$, so the dimension is at most one. On it, the proof assumes dimension at most one and derives a contradiction from the two eigenvectors. `secular_determinant` expands the determinant directly, and `critical_mass_factor` substitutes the scaled couplings and cancels one factor of $\gamma$.

## Dimension without a basis

The proof turns on `finrank_le_one_iff`, which translates "dimension at most one" into "some vector $v$ has every member as a multiple". No basis of the eigenspace has to be built. If $cv=(1,0,-1)$ and $ev=(p,q,p)$, then

$$q=(cv_0)(ev_1)=(ev_0)(cv_1)=0,$$
$$2p=(cv_0)\,e(v_0+v_2)=(ev_0)\,c(v_0+v_2)=0.$$

These are the identities behind the `linear_combination` lines for `hq` and `hp`. They contradict $(p,q,p)\neq0$.

## The crossing in a Bloch-wave code

A Bloch-wave program can diagonalise the matrix at a series of voltages and follow the gap between the antisymmetric branch and the nearest symmetric one. Within the three-beam model without absorption, the theorem gives the exact point where that gap closes, and so a test for the code. For $U=2$, $V=1$, $d=3$ the eigenvalues are $-1,-1,5$.

At the crossing a numerical eigensolver may return any orthonormal pair from the degenerate plane, so the returned vectors need not be symmetric or antisymmetric. On passing through it, sorting by eigenvalue exchanges the branches; labelling them by symmetry on either side of the crossing avoids this.
